# A unitary gauge removes all off-diagonal position elements of a finite orbital set exactly when the projected positions commute

## Does a leftover off-diagonal spread mean that my localisation failed?

I have a finite cluster and $n$ orthonormal orbitals $\phi_a$, with projected position matrices $(X_k)_{ab}=\langle\phi_a|x_k|\phi_b\rangle$ for the Cartesian directions $k$. I rotate the orbitals by a unitary matrix $U$ to make their total spread small. With one coordinate I can diagonalise $X_1$ and be done. With two or three, the optimiser stops while some position elements between different orbitals are still nonzero. But $x$ and $y$ commute! Shouldn't a good enough $U$ remove those elements altogether?

## What commutes is $x$ and $y$, not necessarily their projections

The columns of $U$ define the Wannier functions $w_i=\sum_a \phi_a U_{ai}$, and a choice of $U$ is called a gauge. An operator with matrix $A$ in the original orbitals has the matrix $U^\dagger A U$ in the Wannier functions. Write $Y_k=U^\dagger X_kU$. The $k$-th centroid coordinate of $w_i$ is $(Y_k)_{ii}$, and $Q_{ab}=\langle\phi_a|r^2|\phi_b\rangle$ is the projected $r^2$. Define

$$C=\sum_k\sum_i (Y_k)_{ii}^2,\qquad D=\sum_k\sum_i\sum_{j\ne i}|(Y_k)_{ij}|^2,\qquad T=\sum_k\operatorname{tr}X_k^2 .$$

The total spread is $\Omega=\sum_i\big[(U^\dagger QU)_{ii}-\sum_k (Y_k)_{ii}^2\big]$, and its gauge-invariant part is $\Omega_I=\operatorname{tr}Q-T$.

A suitable $U$ exists if and only if the matrices $X_k$ commute pairwise. With $P$ the projector onto your orbitals, $PxPyP=PxyP-Px(1-P)yP$, so

$$[PxP,PyP]=Py(1-P)xP-Px(1-P)yP,$$

which need not vanish.

**The bound.** Since $UU^\dagger=1$, we have $Y_kY_l=U^\dagger X_kUU^\dagger X_lU=U^\dagger X_kX_lU$, and cyclicity gives $\operatorname{tr}Y_k^2=\operatorname{tr}X_k^2$. Each $Y_k$ is Hermitian, so its diagonal is real and

$$\operatorname{tr}Y_k^2=\sum_{i,j}(Y_k)_{ij}(Y_k)_{ji}=\sum_{i,j}|(Y_k)_{ij}|^2 .$$

Separating $j=i$ from $j\neq i$ and summing over $k$ gives $C+D=T$. As $D\ge0$, it follows that $C\le T$, with equality exactly when every $Y_k$ is diagonal. The trace of $Q$ is also invariant, so $\Omega=\operatorname{tr}Q-C=\Omega_I+D$.

**Attained implies commuting.** If all $Y_k$ are diagonal, then $Y_kY_l=Y_lY_k$, that is, $U^\dagger X_kX_lU=U^\dagger X_lX_kU$. Multiplying by $U$ on the left and $U^\dagger$ on the right gives $X_kX_l=X_lX_k$.

**Commuting implies attained.** For a tuple $\gamma=(\gamma_k)$ let $V_\gamma$ be the space of vectors with $X_kv=\gamma_kv$ for all $k$.

- These spaces are orthogonal. Take nonzero $v\in V_\gamma$ and $w\in V_\delta$ with $\gamma_k\ne\delta_k$ for some $k$. Hermitian eigenvalues are real, so $\delta_k\langle v,w\rangle=\langle v,X_kw\rangle=\langle X_kv,w\rangle=\gamma_k\langle v,w\rangle$, hence $\langle v,w\rangle=0$.
- They span the whole space. Split it into eigenspaces of one $X_k$. If $X_kv=\lambda v$, then $X_kX_lv=X_lX_kv=\lambda X_lv$, so $X_l$ maps each eigenspace into itself. It is Hermitian there and splits it further. Continue through all directions.

Orthonormal bases of the nonzero $V_\gamma$ together give $n$ vectors $v_j$. Put them in the columns of $U$. Then $X_kU=U\Lambda_k$ with $\Lambda_k$ diagonal, so $Y_k=\Lambda_k$, $D=0$ and $C=T$.

**The statement in Lean.** In `centroid_bound_attained_iff_commute`, the finite type `n` labels the orbitals and the finite type `κ` the directions, of which there may be any number. `inGauge U A` is $U^\dagger AU$, while `centroidSq`, `offDiag`, `totalSq`, `spread` and `invariantSpread` are $C$, $D$, $T$, $\Omega$ and $\Omega_I$. All five are real numbers: `offDiag` sums squared moduli, and the others use the real parts of diagonal elements and traces, which for Hermitian $X_k$ and $Q$ discards nothing. The hypothesis `hX` says that each $X_k$ is Hermitian, as a projected real coordinate is.

The first half of the conclusion is $C\le T$ for every unitary $U$. The second says that some unitary $U$ has both $C=T$ and $\Omega=\Omega_I$ if and only if `Commute (X k) (X l)` holds for all `k` and `l`. The matrix `Q` is arbitrary: nothing ties it to the $X_k$, so the theorem does not say that $\Omega_I$ is nonnegative. The setting is a finite orbital set with ordinary position matrices. An infinite crystal, with its $k$-space form of the position operator, needs a separate treatment.

```lean
import Mathlib

set_option maxHeartbeats 400000

open Matrix Finset

namespace WannierSpread

noncomputable section

/-- If mutually orthogonal subspaces span a finite-dimensional space, it has an orthonormal
basis each of whose vectors lies in one of them. -/
theorem exists_adapted_basis {n ι E : Type*} [Fintype n] [NormedAddCommGroup E]
    [InnerProductSpace ℂ E] [FiniteDimensional ℂ E] (V : ι → Submodule ℂ E)
    (hO : OrthogonalFamily ℂ (fun γ => V γ) fun γ => (V γ).subtypeₗᵢ)
    (hI : ⨆ γ, V γ = ⊤) (hn : Module.finrank ℂ E = Fintype.card n) :
    ∃ v : n → E, Orthonormal ℂ v ∧ ∀ j, ∃ γ, v j ∈ V γ := by
  classical
  let b := fun γ => stdOrthonormalBasis ℂ (V γ)
  let w : (Σ γ, Fin (Module.finrank ℂ (V γ))) → E := fun a => (b a.1 a.2 : E)
  have hw : Orthonormal ℂ w := hO.orthonormal_sigma_orthonormal fun γ => (b γ).orthonormal
  have hs : ⊤ ≤ Submodule.span ℂ (Set.range w) := by
    rw [← hI]
    refine iSup_le fun γ x hx => ?_
    have h := congrArg (V γ).subtype ((b γ).sum_repr ⟨x, hx⟩)
    rw [map_sum] at h
    change _ = x at h
    rw [← h]
    refine Submodule.sum_mem _ fun i _ => ?_
    rw [map_smul]
    exact Submodule.smul_mem _ _ (Submodule.subset_span ⟨⟨γ, i⟩, rfl⟩)
  have := hw.linearIndependent.finite
  let _ := Fintype.ofFinite (Σ γ, Fin (Module.finrank ℂ (V γ)))
  -- an orthonormal basis has as many vectors as the dimension
  let e := Fintype.equivOfCardEq
    ((Module.finrank_eq_card_basis (OrthonormalBasis.mk hw hs).toBasis).symm.trans hn)
  exact ⟨w ∘ e.symm, hw.comp _ e.symm.injective, fun j => ⟨_, (b _ (e.symm j).2).2⟩⟩

variable {n κ : Type*} [Fintype n] [DecidableEq n] {X : κ → Matrix n n ℂ} {U : Matrix n n ℂ}

/-- The matrix of an operator `A` in the Wannier functions given by the columns of `U`. -/
def inGauge (U A : Matrix n n ℂ) : Matrix n n ℂ := Uᴴ * A * U

/-- A unitary change of gauge preserves products of operators. -/
theorem inGauge_mul (hU : U ∈ unitaryGroup n ℂ) (A B : Matrix n n ℂ) :
    inGauge U A * inGauge U B = inGauge U (A * B) := by
  have h : U * Uᴴ = 1 := mem_unitaryGroup_iff.mp hU
  calc Uᴴ * A * U * (Uᴴ * B * U) = Uᴴ * A * (U * Uᴴ) * (B * U) := by
        simp only [Matrix.mul_assoc]
    _ = Uᴴ * (A * B) * U := by
        rw [h, Matrix.mul_one]
        simp only [Matrix.mul_assoc]

/-- The trace of an operator is the same in every unitary gauge. -/
theorem trace_inGauge (hU : U ∈ unitaryGroup n ℂ) (A : Matrix n n ℂ) :
    (inGauge U A).trace = A.trace := by
  have h : U * Uᴴ = 1 := mem_unitaryGroup_iff.mp hU
  rw [inGauge, Matrix.trace_mul_comm, ← Matrix.mul_assoc, h, Matrix.one_mul]

/-- Pairwise commuting Hermitian matrices are all diagonal in one common unitary gauge. -/
theorem exists_common_gauge (hX : ∀ k, (X k).IsHermitian)
    (hc : ∀ k l, Commute (X k) (X l)) :
    ∃ U ∈ unitaryGroup n ℂ, ∀ k, (inGauge U (X k)).IsDiag := by
  classical
  let T := fun k => Matrix.toEuclideanLin (X k)
  have hT : ∀ k, (T k).IsSymmetric := fun k => isSymmetric_toEuclideanLin_iff.2 (hX k)
  have hC : Pairwise (Function.onFun Commute T) := by
    intro k l _
    refine LinearMap.ext fun v => WithLp.ofLp_injective 2 ?_
    change X k *ᵥ (X l *ᵥ v.ofLp) = X l *ᵥ (X k *ᵥ v.ofLp)
    rw [Matrix.mulVec_mulVec, Matrix.mulVec_mulVec, (hc k l).eq]
  -- the joint eigenvectors are the columns of the gauge matrix
  obtain ⟨v, hv, hV⟩ := exists_adapted_basis (n := n)
    (fun γ : κ → ℂ => ⨅ k, Module.End.eigenspace (T k) (γ k))
    (LinearMap.IsSymmetric.orthogonalFamily_iInf_eigenspaces hT)
    (LinearMap.IsSymmetric.directSum_isInternal_of_pairwise_commute hT hC).submodule_iSup_eq_top
    finrank_euclideanSpace
  choose c hcv using hV
  have hvc : ∀ k j, X k *ᵥ (v j).ofLp = c j k • (v j).ofLp := fun k j =>
    congrArg WithLp.ofLp (Module.End.mem_eigenspace_iff.1 ((Submodule.mem_iInf _).1 (hcv j) k))
  let U : Matrix n n ℂ := Matrix.of fun i j => (v j).ofLp i
  have hU : Uᴴ * U = 1 := by
    ext i j
    have h := orthonormal_iff_ite.1 hv i j
    rw [PiLp.inner_apply] at h
    simpa [U, Matrix.mul_apply, Matrix.one_apply, mul_comm] using h
  refine ⟨U, mem_unitaryGroup_iff'.2 hU, fun k => ?_⟩
  have hXU : X k * U = U * diagonal (fun j => c j k) := by
    ext i j
    rw [Matrix.mul_diagonal, mul_comm]
    exact congrFun (hvc k j) i
  rw [inGauge, Matrix.mul_assoc, hXU, ← Matrix.mul_assoc, hU, Matrix.one_mul]
  exact Matrix.isDiag_diagonal _

variable [Fintype κ]

/-- The sum of the squared centroid coordinates of all Wannier functions in the gauge `U`. -/
def centroidSq (X : κ → Matrix n n ℂ) (U : Matrix n n ℂ) : ℝ :=
  ∑ k, ∑ i, (inGauge U (X k) i i).re ^ 2

/-- The summed squared moduli of position matrix elements between different Wannier functions. -/
def offDiag (X : κ → Matrix n n ℂ) (U : Matrix n n ℂ) : ℝ :=
  ∑ k, ∑ i, ∑ j ∈ univ.erase i, Complex.normSq (inGauge U (X k) i j)

/-- The sum over directions of the traces of the squared projected positions. -/
def totalSq (X : κ → Matrix n n ℂ) : ℝ := ∑ k, (X k * X k).trace.re

/-- The total spread: the mean of `r²` minus the squared centroid, summed over the Wannier
functions, where `Q` is the projected matrix of `r²`. -/
def spread (Q : Matrix n n ℂ) (X : κ → Matrix n n ℂ) (U : Matrix n n ℂ) : ℝ :=
  ∑ i, ((inGauge U Q i i).re - ∑ k, (inGauge U (X k) i i).re ^ 2)

/-- The gauge-invariant spread: the trace of the projected `r²` minus the traces of the
squared projected positions. -/
def invariantSpread (Q : Matrix n n ℂ) (X : κ → Matrix n n ℂ) : ℝ := Q.trace.re - totalSq X

/-- In a unitary gauge the total spread is the trace of the projected `r²` minus the
squared-centroid sum. -/
theorem spread_eq (Q : Matrix n n ℂ) (X : κ → Matrix n n ℂ) (hU : U ∈ unitaryGroup n ℂ) :
    spread Q X U = Q.trace.re - centroidSq X U := by
  have hQ : ∑ i, (inGauge U Q i i).re = Q.trace.re := by
    rw [← trace_inGauge hU Q, Matrix.trace, Complex.re_sum]
    rfl
  unfold spread centroidSq
  rw [Finset.sum_sub_distrib, hQ, Finset.sum_comm]

/-- For Hermitian projected positions and a unitary gauge, the squared centroids and the
off-diagonal weight add up to the sum of the traces of the squared positions. -/
theorem centroidSq_add_offDiag (hX : ∀ k, (X k).IsHermitian) (hU : U ∈ unitaryGroup n ℂ) :
    centroidSq X U + offDiag X U = totalSq X := by
  unfold centroidSq offDiag totalSq
  rw [← Finset.sum_add_distrib]
  refine Finset.sum_congr rfl fun k _ => ?_
  have hY : (inGauge U (X k)).IsHermitian := Matrix.isHermitian_conjTranspose_mul_mul U (hX k)
  rw [← trace_inGauge hU, ← inGauge_mul hU, ← Finset.sum_add_distrib, Matrix.trace,
    Complex.re_sum]
  refine Finset.sum_congr rfl fun i _ => ?_
  -- diagonal elements of a Hermitian matrix are real
  have him : (inGauge U (X k) i i).im = 0 := by
    have h := congrArg Complex.im (hY.apply i i)
    simp only [Complex.star_def, Complex.conj_im] at h
    linarith
  have hd : (inGauge U (X k) i i).re ^ 2 = Complex.normSq (inGauge U (X k) i i) := by
    rw [Complex.normSq_apply, him]
    ring
  rw [hd, Finset.add_sum_erase univ (fun j => Complex.normSq (inGauge U (X k) i j))
    (mem_univ i), Matrix.diag_apply, Matrix.mul_apply, Complex.re_sum]
  refine Finset.sum_congr rfl fun j _ => ?_
  rw [← hY.apply j i, Complex.star_def, Complex.mul_conj, Complex.ofReal_re]

/-- For Hermitian projected positions, a unitary gauge brings the centroid sum up to the
traces of the squared positions exactly when every position matrix is diagonal in it. -/
theorem centroidSq_eq_iff (hX : ∀ k, (X k).IsHermitian) (hU : U ∈ unitaryGroup n ℂ) :
    centroidSq X U = totalSq X ↔ ∀ k, (inGauge U (X k)).IsDiag := by
  have hsum := centroidSq_add_offDiag hX hU
  constructor
  · intro h k i j hij
    have h0 : offDiag X U = 0 := by linarith
    unfold offDiag at h0
    -- a vanishing sum of squared moduli vanishes term by term
    have h1 := (Finset.sum_eq_zero_iff_of_nonneg (fun k _ => Finset.sum_nonneg fun i _ =>
      Finset.sum_nonneg fun j _ => Complex.normSq_nonneg _)).1 h0 k (mem_univ k)
    have h2 := (Finset.sum_eq_zero_iff_of_nonneg (fun i _ =>
      Finset.sum_nonneg fun j _ => Complex.normSq_nonneg _)).1 h1 i (mem_univ i)
    exact Complex.normSq_eq_zero.1 ((Finset.sum_eq_zero_iff_of_nonneg (fun j _ =>
      Complex.normSq_nonneg _)).1 h2 j (Finset.mem_erase.2 ⟨hij.symm, mem_univ j⟩))
  · intro h
    have h0 : offDiag X U = 0 := by
      refine Finset.sum_eq_zero fun k _ => Finset.sum_eq_zero fun i _ =>
        Finset.sum_eq_zero fun j hj => ?_
      have e : inGauge U (X k) i j = 0 := h k (Finset.ne_of_mem_erase hj).symm
      rw [e, map_zero]
    linarith

/-- For Hermitian projected positions, the squared-centroid sum never exceeds the sum of the
traces of the squared positions. Some unitary gauge attains this bound, with only the
gauge-invariant spread left, if and only if the positions commute pairwise. -/
theorem centroid_bound_attained_iff_commute (Q : Matrix n n ℂ) (hX : ∀ k, (X k).IsHermitian) :
    (∀ U ∈ unitaryGroup n ℂ, centroidSq X U ≤ totalSq X) ∧
    ((∃ U ∈ unitaryGroup n ℂ, centroidSq X U = totalSq X ∧
        spread Q X U = invariantSpread Q X) ↔ ∀ k l, Commute (X k) (X l)) := by
  refine ⟨fun U hU => ?_, ?_, fun hc => ?_⟩
  · have h := centroidSq_add_offDiag hX hU
    have h0 : 0 ≤ offDiag X U := Finset.sum_nonneg fun k _ => Finset.sum_nonneg fun i _ =>
      Finset.sum_nonneg fun j _ => Complex.normSq_nonneg _
    linarith
  · rintro ⟨U, hU, he, -⟩ k l
    have hd := (centroidSq_eq_iff hX hU).1 he
    -- diagonal matrices commute
    have hg : inGauge U (X k) * inGauge U (X l) = inGauge U (X l) * inGauge U (X k) := by
      rw [← (hd k).diagonal_diag, ← (hd l).diagonal_diag, diagonal_mul_diagonal,
        diagonal_mul_diagonal]
      exact congrArg diagonal (funext fun i => mul_comm _ _)
    rw [inGauge_mul hU, inGauge_mul hU] at hg
    -- rotate back to the original basis
    have h1 : U * Uᴴ = 1 := mem_unitaryGroup_iff.mp hU
    have back : ∀ A : Matrix n n ℂ, U * inGauge U A * Uᴴ = A := fun A => by
      calc U * (Uᴴ * A * U) * Uᴴ = (U * Uᴴ) * A * (U * Uᴴ) := by
            simp only [Matrix.mul_assoc]
        _ = A := by rw [h1, Matrix.one_mul, Matrix.mul_one]
    change X k * X l = X l * X k
    rw [← back (X k * X l), hg, back]
  · obtain ⟨U, hU, hd⟩ := exists_common_gauge hX hc
    have he := (centroidSq_eq_iff hX hU).2 hd
    exact ⟨U, hU, he, by rw [spread_eq Q X hU, he, invariantSpread]⟩

/-- Two projected positions given by the Pauli matrices `σx` and `σz`. -/
def pauliPair : Fin 2 → Matrix (Fin 2) (Fin 2) ℂ := ![!![0, 1; 1, 0], !![1, 0; 0, -1]]

/-- For the projected positions `σx` and `σz` the centroid sum stays strictly below the
bound in every unitary gauge. -/
theorem pauliPair_centroidSq_lt (U : Matrix (Fin 2) (Fin 2) ℂ)
    (hU : U ∈ unitaryGroup (Fin 2) ℂ) : centroidSq pauliPair U < totalSq pauliPair := by
  have hX : ∀ k, (pauliPair k).IsHermitian := by
    intro k
    fin_cases k <;> ext i j <;> fin_cases i <;> fin_cases j <;> simp [pauliPair]
  have hmain := centroid_bound_attained_iff_commute 0 hX
  refine lt_of_le_of_ne (hmain.1 U hU) fun he => ?_
  -- equality would force the two Pauli matrices to commute
  have hc := hmain.2.1 ⟨U, hU, he, by rw [spread_eq 0 pauliPair hU, he, invariantSpread]⟩
  have h := congrFun (congrFun (hc 0 1).eq 0) 1
  norm_num [pauliPair, Matrix.mul_apply, Fin.sum_univ_two] at h

end

end WannierSpread
```

```lean
#print axioms WannierSpread.centroidSq_add_offDiag
#print axioms WannierSpread.pauliPair_centroidSq_lt
```

```
'WannierSpread.centroidSq_add_offDiag' depends on axioms: [propext, Classical.choice, Quot.sound]
'WannierSpread.pauliPair_centroidSq_lt' depends on axioms: [propext, Classical.choice, Quot.sound]
```

**From the lemmas to the theorem.** `inGauge_mul` and `trace_inGauge` are the two invariance rules; both insert or remove $UU^\dagger=1$. `centroidSq_add_offDiag` proves $C+D=T$. It shows that the imaginary part of a diagonal element vanishes, uses `Finset.add_sum_erase` to join the term $j=i$ to the others, and turns $(Y_k)_{ij}(Y_k)_{ji}$ into a squared modulus by Hermiticity.

`centroidSq_eq_iff` handles equality: $D=0$ is a vanishing sum of nonnegative terms, so three uses of `Finset.sum_eq_zero_iff_of_nonneg`, for $k$, $i$ and $j$, make each off-diagonal element zero.

The common eigenbasis comes from two lemmas. `exists_adapted_basis` collects orthonormal bases of mutually orthogonal, spanning subspaces and relabels the vectors by `n`, using the dimension count. `exists_common_gauge` applies it to the joint eigenspaces, whose orthogonality and spanning property are taken from Mathlib, and then checks $U^\dagger U=1$ and $X_kU=U\Lambda_k$ entry by entry.

In the main theorem, `linarith` obtains the bound from $C+D=T$ and $D\ge0$. The forward implication multiplies diagonal matrices and rotates back through `back`. The reverse one takes the common gauge and uses `spread_eq`, which is $\Omega=\operatorname{tr}Q-C$, to get the statement about the spread.

**Two orbitals that show the obstruction.** `pauliPair` takes $X_0=\sigma_x$ and $X_1=\sigma_z$, and `pauliPair_centroidSq_lt` proves $C<T$ in every unitary gauge: equality would make the two matrices commute, which their $(0,1)$ product entries contradict. The size of the gap is a short calculation that I add by hand. If the first column of $U$ has Bloch vector $\mathbf m$, the second has $-\mathbf m$, so $C=2(m_x^2+m_z^2)\le2$, whereas $T=4$.

**What this means for your optimiser.** For a finite set of orbitals whose projected positions do not commute, a nonzero off-diagonal spread remains even at the global minimum, so its presence alone is no sign of failed convergence. Nor does it show that you have reached the minimum.

**The same argument for atomic populations.** Replace the $X_k$ by Hermitian population matrices $P_A$, one for each atom $A$, in an orthonormal orbital basis. The sum of squared orbital populations, $\sum_A\sum_i (U^\dagger P_AU)_{ii}^2$, which Pipek–Mezey localisation maximises, is then at most $\sum_A\operatorname{tr}P_A^2$, and some unitary $U$ reaches this value exactly when the $P_A$ commute pairwise.
